# The discrete Wilson loop is real when an antiunitary operator maps each vector to a multiple of itself

Take a closed cycle of N vectors u_j, with N nonzero, in a complex inner product space, and let the Wilson loop be the product of the overlaps ⟨u_j, u_{j+1}⟩. The lemma says that if an antiunitary operator T satisfies T u_j = c_j u_j for every j, this product has zero imaginary part. The vectors need not be normalised; if none is zero, dividing the loop by the product of their squared norms gives the value for normalised vectors, which is therefore real too. If some vector is zero, the proof notes that the loop vanishes. Otherwise it shows that each c_j has modulus one, and then that the loop equals its own conjugate, because T conjugates the loop while the phases cancel around the cycle.

This version doesn't compile in Lean 4 with Mathlib:

```lean
import Mathlib

open ComplexConjugate

namespace AntiunitaryWilsonLoop

noncomputable section

variable {E : Type*} [NormedAddCommGroup E] [InnerProductSpace ℂ E]
variable {N : ℕ} [NeZero N]

/-- The discrete Wilson loop: the product of the overlaps of neighbouring vectors
around a closed cycle of `N` vectors. -/
def wilsonLoop (u : ZMod N → E) : ℂ := ∏ j, inner ℂ (u j) (u (j + 1))

/-- An antiunitary operator, that is a conjugate-linear isometry of the space onto itself,
conjugates every inner product. -/
theorem inner_antiunitary (T : E ≃ₛₗᵢ[starRingEnd ℂ] E) (x y : E) :
    inner ℂ (T x) (T y) = conj (inner ℂ x y) := by
  -- the real part is fixed by the norms
  have hre : ∀ x y : E, (inner ℂ (T x) (T y)).re = (inner ℂ x y).re := by
    intro x y
    have h1 := norm_add_sq (𝕜 := ℂ) (T x) (T y)
    have h2 := norm_add_sq (𝕜 := ℂ) x y
    have h3 : ‖T x + T y‖ = ‖x + y‖ := by rw [← map_add T, T.norm_map]
    rw [h3, T.norm_map, T.norm_map] at h1
    simp only [RCLike.re_eq_complex_re] at h1 h2
    linarith
  -- the imaginary part follows on replacing `y` by `i y`
  have him := hre x (Complex.I • y)
  rw [map_smulₛₗ, inner_smul_right, inner_smul_right] at him
  simp only [Complex.conj_I, Complex.mul_re, Complex.neg_re, Complex.neg_im,
    Complex.I_re, Complex.I_im] at him
  apply Complex.ext
  · rw [Complex.conj_re]
    exact hre x y
  · rw [Complex.conj_im]
    linarith

/-- Applying an antiunitary operator to every vector of the cycle conjugates
the Wilson loop. -/
theorem wilsonLoop_antiunitary (T : E ≃ₛₗᵢ[starRingEnd ℂ] E) (u : ZMod N → E) :
    wilsonLoop (fun j => T (u j)) = conj (wilsonLoop u) := by
  simp only [wilsonLoop, inner_antiunitary, map_prod]

/-- If an antiunitary operator maps each vector of the cycle to a multiple of itself,
the Wilson loop is real. -/
theorem wilsonLoop_real_of_invariant_rays (T : E ≃ₛₗᵢ[starRingEnd ℂ] E)
    (u : ZMod N → E) (c : ZMod N → ℂ) (h : ∀ j, T (u j) = c j • u j) :
    (wilsonLoop u).im = 0 := by
  by_cases hz : ∃ j, u j = 0
  · obtain ⟨j, hj⟩ := hz
    have hW : wilsonLoop u = 0 :=
      Finset.prod_eq_zero (Finset.mem_univ j) (by rw [hj, inner_zero_left])
    rw [hW, Complex.zero_im]
  · -- on nonzero vectors the factors are phases
    have hc : ∀ j, conj (c j) * c j = 1 := by
      intro j
      have hu : ‖u j‖ ≠ 0 := fun h0 => hz ⟨j, norm_eq_zero.mp h0⟩
      have h1 : ‖c j‖ * ‖u j‖ = 1 * ‖u j‖ := by
        rw [← norm_smul, ← h j, T.norm_map, one_mul]
      have h2 : ‖c j‖ = 1 := mul_right_cancel₀ hu h1
      rw [mul_comm, Complex.mul_conj, Complex.normSq_eq_norm_sq, h2]
      norm_num
    -- the phases cancel around the closed cycle
    have hshift : ∏ j, c (j + 1) = ∏ j, c j :=
      Equiv.prod_comp (Equiv.addRight (1 : ZMod N)) c
    have hW : conj (wilsonLoop u) = wilsonLoop u := by
      rw [← wilsonLoop_antiunitary T u]
      simp only [wilsonLoop, h, inner_smul_left, inner_smul_right, Finset.prod_mul_distrib]
      rw [hshift, ← mul_assoc, ← Finset.prod_mul_distrib]
      simp only [hc, Finset.prod_const_one, one_mul]
    exact Complex.conj_eq_iff_im.mp hW

end

end AntiunitaryWilsonLoop
```

The compiler's answer:

```
Main.lean:72:6: error: `simp` made no progress
```

The error is at the last `simp only` in the proof of `hW`, where none of the given lemmas could rewrite anything. The fact `hc` says `conj (c j) * c j = 1`, with the conjugate on the left. But the earlier `simp only` took the scalar out of the right slot of the inner product first, so `c` came to stand before `conj (c j)`. After the `rw`, the goal therefore contained the product of `c j * conj (c j)`. The two orders are equal in ℂ, but `simp only` matches the form of a term and was given no commutativity lemma, so `hc` did not apply. Without it there was no product of ones for `Finset.prod_const_one`, nor a factor 1 for `one_mul`.

The repair proves the cancellation separately as `hprod`, written in the order `hc` needs. After `rw [hshift]`, `linear_combination` multiplies `hprod` by the product of overlaps and leaves an identity that `ring` checks. Since `ring` works up to commutativity, the order of the factors in the goal no longer matters.

As a diff, the version that Lean accepts:

```diff
@@ -69,6 +69,9 @@
       rw [← wilsonLoop_antiunitary T u]
       simp only [wilsonLoop, h, inner_smul_left, inner_smul_right, Finset.prod_mul_distrib]
-      rw [hshift, ← mul_assoc, ← Finset.prod_mul_distrib]
-      simp only [hc, Finset.prod_const_one, one_mul]
+      have hprod : (∏ j, conj (c j)) * ∏ j, c j = 1 := by
+        rw [← Finset.prod_mul_distrib]
+        exact Finset.prod_eq_one (fun j _ => hc j)
+      rw [hshift]
+      linear_combination (∏ j, inner ℂ (u j) (u (j + 1))) * hprod
     exact Complex.conj_eq_iff_im.mp hW
 
```
